# A smearing kernel with unit integral and vanishing second, third and fourth moments has no single positive lobe

## Can one positive peak with negative tails cancel the moments up to fourth order?

Let $d(x)$ be a smearing kernel: in a density of states, $d(x)/\sigma$ replaces the delta function $\delta(E-\varepsilon)$. Here $x=(E-\varepsilon)/\sigma$, where $E$ is the energy at which the density is evaluated, $\varepsilon$ a band energy and $\sigma$ the smearing width. I write $m_k=\int x^k d(x)\,dx$ for its moments and normalise it to $m_0=1$.

I'd like $m_1=m_2=m_3=m_4=0$, so that the smearing leaves a density of states that is a polynomial of degree four or less unchanged. I'd also like a simple shape: one positive peak, with $d\le 0$ everywhere else. With a Gaussian times a quadratic I get that shape and $m_1=m_2=m_3=0$. When I add a quartic term to remove $m_4$ as well, positive ripples appear further out. Is this the fault of my Gaussian form, or would any kernel do it?

## No: a parabola through the edges of the peak excludes it

Any kernel would do it. If $d$ and $x^4d$ are integrable, $m_0=1$ and $m_2=m_3=m_4=0$, then no interval $[a,b]$ with $a<b$ has $d\ge0$ inside and $d\le0$ outside. So if your central peak is nonnegative on $[a,b]$, the kernel must be positive somewhere outside $[a,b]$. Neither continuity nor $m_1=0$ is needed.

### The fourth-order argument

First, the intermediate moments exist. For $0\le k\le 4$,
$$|x|^k\le 1+|x|^4,$$
because the left side is at most $1$ when $|x|\le1$ and at most $|x|^4$ when $|x|\ge1$. Multiplying by $|d(x)|$ bounds $|x^kd|$ by the integrable function $|d|+|x^4d|$.

Now suppose that the interval $[a,b]$ exists, and take the parabola
$$q(x)=-(x-a)(x-b)=-x^2+(a+b)x-ab.$$
It is nonnegative on $[a,b]$ and negative outside, so $q(x)d(x)\ge0$ for every $x$. Multiplication by $x^2$ preserves this sign and leaves only moments that vanish:
$$\int x^2q(x)d(x)\,dx=-m_4+(a+b)m_3-ab\,m_2=0.$$

A nonnegative function with zero integral is zero almost everywhere. The factor $x^2q(x)$ vanishes only at $0$, $a$ and $b$, so $d$ itself is zero almost everywhere. Then $m_0=0$, which contradicts $m_0=1$. The factor $x^2$ keeps $m_0$ and $m_1$ out of the integral, which is why the first moment plays no part.

### More nodes, and none at all

The same argument works for a polynomial with $n$ real nodes,
$$P(x)=c\prod_{i=0}^{n-1}(x-r_i)=\sum_{i=0}^{n}p_ix^i,\qquad c\ne0.$$
If $m_2,\dots,m_{n+2}$ vanish and $Pd\ge0$ everywhere, then
$$\int x^2P(x)d(x)\,dx=\sum_{i=0}^{n}p_i\,m_{i+2}=0,$$
and again $d=0$ almost everywhere. A normalised kernel with these vanishing moments therefore can't follow the sign pattern of $P$.

The smallest case is $n=0$, where the product is empty and $P$ is a constant. It says that a nonnegative normalised kernel, such as a Gaussian, has $m_2\ne0$. Removing the second moment already requires negative values.

### Three vanishing moments do allow a single lobe

Let $w_h$ equal $1$ on $[-h,h]$ and $0$ elsewhere, and set
$$d=\tfrac23w_1-\tfrac1{12}w_2.$$
This kernel is $7/12$ for $|x|\le1$, $-1/12$ for $1<|x|\le2$, and zero beyond. Integrating powers over the two boxes gives
$$m_0=\tfrac23\cdot2-\tfrac1{12}\cdot4=1,\qquad m_2=\tfrac23\cdot\tfrac23-\tfrac1{12}\cdot\tfrac{16}3=0,$$
and $m_1=m_3=0$ by symmetry. The condition $m_4=0$ thus can't be omitted from the theorem. This example has jumps; your Gaussian form shows the same thing smoothly, since Gaussian integrals give $m_0=1$ and $m_1=m_2=m_3=0$ for $(3/2-x^2)e^{-x^2}/\sqrt\pi$.

### What the Lean theorems say

In the Lean code below, the kernel is a function `d : ℝ → ℝ` of the dimensionless energy, so $\sigma$ has been scaled out. `moment d k` is $m_k$, taken about $x=0$ and not about the mean. Lean assigns the value zero to the integral of a non-integrable function, so the integrability hypotheses are what make a vanishing moment meaningful.

`HasSingleLobe d` says that there are real $a<b$ with $d\ge0$ at every point of $[a,b]$ and $d\le0$ at every point outside. The interval need not contain the origin, and $d$ may be zero on parts of either region. Excluding this property excludes a central lobe in particular. A lobe that extends to infinity on one side doesn't fit this definition, but the version with nodes below excludes it too, with $n=1$.

The theorem `not_hasSingleLobe` takes the integrability of $d$ and $x^4d$, the unit integral, and the three equations $m_2=m_3=m_4=0$, and concludes `¬ HasSingleLobe d`. The unit integral stands for conservation of the number of states under smearing. The vanishing moments stand for the absence of the corresponding terms when the smeared density of states is expanded in powers of $\sigma$.

`not_sign_pattern_of_nodes` is the version with $n$ nodes. They are given by `r : Fin n → ℝ`, in any order and with repetitions allowed. `second_moment_ne_zero` is the case without nodes, and `boxKernel_sharp` collects the properties of the box example.

For electronic-structure calculations this limits the shape of higher-order smearing functions, for a fixed kernel of one energy variable applied to given band energies. The step from there to a real metal is the link between moments and accuracy: it requires a density of states smooth on the scale of $\sigma$ and a sufficiently dense $k$-point mesh, neither of which appears in the hypotheses.

```lean
import Mathlib

open MeasureTheory Polynomial

namespace SmearingKernelSigns

noncomputable section

/-- The moment of order `k` of a smearing kernel `d`, for `x ^ k * d x` integrable. -/
def moment (d : ℝ → ℝ) (k : ℕ) : ℝ := ∫ x, x ^ k * d x

/-- The kernel is nonnegative on some interval `[a, b]` with `a < b` and nonpositive
outside it. -/
def HasSingleLobe (d : ℝ → ℝ) : Prop :=
  ∃ a b : ℝ, a < b ∧ (∀ x ∈ Set.Icc a b, 0 ≤ d x) ∧ ∀ x ∉ Set.Icc a b, d x ≤ 0

/-- If `d` and `x ^ n * d` are integrable, so is `x ^ k * d` for every `k ≤ n`. -/
theorem integrable_lower_moment {d : ℝ → ℝ} {n k : ℕ} (hd : Integrable d)
    (hn : Integrable fun x => x ^ n * d x) (hk : k ≤ n) :
    Integrable fun x => x ^ k * d x := by
  have hc : Continuous fun x : ℝ => x ^ k := by fun_prop
  refine Integrable.mono' (g := fun x => ‖d x‖ + ‖x ^ n * d x‖)
    (hd.norm.add hn.norm) (hc.aestronglyMeasurable.mul hd.aestronglyMeasurable)
    (Filter.Eventually.of_forall fun x => ?_)
  show ‖x ^ k * d x‖ ≤ ‖d x‖ + ‖x ^ n * d x‖
  rw [norm_mul, norm_mul, norm_pow, norm_pow]
  -- the lower power is bounded by 1 near the origin and by the higher power far away
  have hb : ‖x‖ ^ k ≤ 1 + ‖x‖ ^ n := by
    have h0 : 0 ≤ ‖x‖ ^ n := by positivity
    rcases le_total ‖x‖ 1 with h | h
    · have := pow_le_one₀ (n := k) (norm_nonneg x) h
      linarith
    · have := pow_le_pow_right₀ h hk
      linarith
  have := mul_le_mul_of_nonneg_right hb (norm_nonneg (d x))
  linarith

/-- Let `d` and `x ^ (n + 2) * d` be integrable and let the moments of orders `2` to `n + 2`
vanish. If `P * d` is nonnegative everywhere for a nonzero polynomial `P` of degree at most
`n`, then `d` vanishes almost everywhere. -/
theorem ae_zero_of_sign_pattern {d : ℝ → ℝ} {n : ℕ} {P : ℝ[X]} (hd : Integrable d)
    (hn : Integrable fun x => x ^ (n + 2) * d x)
    (hm : ∀ k, 2 ≤ k → k ≤ n + 2 → moment d k = 0)
    (hP : P ≠ 0) (hdeg : P.natDegree ≤ n) (hs : ∀ x, 0 ≤ P.eval x * d x) :
    d =ᵐ[volume] 0 := by
  -- expand the test function into moments
  have e : (fun x => x ^ 2 * (P.eval x * d x)) =
      fun x => ∑ i ∈ Finset.range (n + 1), P.coeff i * (x ^ (i + 2) * d x) := by
    funext x
    rw [Polynomial.eval_eq_sum_range' (show P.natDegree < n + 1 by omega) x,
      Finset.sum_mul, Finset.mul_sum]
    refine Finset.sum_congr rfl fun i _ => ?_
    ring
  have hi : ∀ i ∈ Finset.range (n + 1),
      Integrable fun x => P.coeff i * (x ^ (i + 2) * d x) := fun i hi =>
    (integrable_lower_moment hd hn (by have := Finset.mem_range.1 hi; omega)).const_mul _
  have hint : Integrable fun x => x ^ 2 * (P.eval x * d x) := by
    rw [e]
    exact MeasureTheory.integrable_finsetSum _ hi
  have hzero : ∫ x, x ^ 2 * (P.eval x * d x) = 0 := by
    rw [e, MeasureTheory.integral_finsetSum _ hi]
    refine Finset.sum_eq_zero fun i hi => ?_
    have h := hm (i + 2) (by omega) (by have := Finset.mem_range.1 hi; omega)
    unfold moment at h
    rw [integral_const_mul, h, mul_zero]
  -- a nonnegative integrand with zero integral vanishes almost everywhere
  have hae := (integral_eq_zero_iff_of_nonneg
    (fun x => mul_nonneg (sq_nonneg x) (hs x)) hint).1 hzero
  have hF : ((insert 0 P.roots.toFinset : Finset ℝ) : Set ℝ)ᶜ ∈ ae (volume : Measure ℝ) :=
    compl_mem_ae_iff.2 ((Finset.finite_toSet _).measure_zero volume)
  filter_upwards [hae, hF] with x hx hxF
  have hx0 : x ≠ 0 := fun h => hxF (Finset.mem_coe.2 (Finset.mem_insert.2 (Or.inl h)))
  have hxP : P.eval x ≠ 0 := fun h => hxF (Finset.mem_coe.2 (Finset.mem_insert.2
    (Or.inr (Multiset.mem_toFinset.2 ((Polynomial.mem_roots hP).2 h)))))
  have hx' : x ^ 2 * (P.eval x * d x) = 0 := hx
  exact (mul_eq_zero.1 ((mul_eq_zero.1 hx').resolve_left (pow_ne_zero 2 hx0))).resolve_left hxP

/-- Let `d` and `x ^ (n + 2) * d` be integrable, with unit integral of `d` and vanishing
moments of orders `2` to `n + 2`. Then the sign of `d` does not follow, up to a fixed nonzero
factor, a product of `n` real linear factors. -/
theorem not_sign_pattern_of_nodes {d : ℝ → ℝ} {n : ℕ} (hd : Integrable d)
    (hn : Integrable fun x => x ^ (n + 2) * d x) (h1 : ∫ x, d x = 1)
    (hm : ∀ k, 2 ≤ k → k ≤ n + 2 → moment d k = 0)
    (r : Fin n → ℝ) {c : ℝ} (hc : c ≠ 0) :
    ¬ ∀ x, 0 ≤ c * (∏ i, (x - r i)) * d x := by
  intro hs
  have hP : C c * ∏ i, (X - C (r i)) ≠ 0 :=
    mul_ne_zero (C_ne_zero.2 hc) (Finset.prod_ne_zero_iff.2 fun i _ => X_sub_C_ne_zero _)
  have hdeg : (C c * ∏ i, (X - C (r i))).natDegree ≤ n := by
    refine (natDegree_C_mul_le _ _).trans ((natDegree_prod_le _ _).trans ?_)
    simp
  have h := ae_zero_of_sign_pattern hd hn hm hP hdeg
    (fun x => by simpa [Polynomial.eval_prod] using hs x)
  have h0 : ∫ x, d x = 0 := by
    rw [integral_congr_ae h]
    simp
  linarith

/-- A kernel `d` with `d` and `x ^ 4 * d` integrable, unit integral and vanishing second,
third and fourth moments does not have a single positive lobe. -/
theorem not_hasSingleLobe {d : ℝ → ℝ} (hd : Integrable d)
    (hd4 : Integrable fun x => x ^ 4 * d x) (h1 : ∫ x, d x = 1)
    (h2 : moment d 2 = 0) (h3 : moment d 3 = 0) (h4 : moment d 4 = 0) :
    ¬ HasSingleLobe d := by
  rintro ⟨a, b, hab, hin, hout⟩
  refine not_sign_pattern_of_nodes (n := 2) hd hd4 h1 ?_ ![a, b]
    (c := -1) (by norm_num) fun x => ?_
  · intro k hk hk'
    obtain rfl | rfl | rfl : k = 2 ∨ k = 3 ∨ k = 4 := by omega
    · exact h2
    · exact h3
    · exact h4
  · -- the parabola `-(x - a) * (x - b)` has the sign of the kernel
    rw [Fin.prod_univ_two]
    show 0 ≤ -1 * ((x - a) * (x - b)) * d x
    by_cases hx : x ∈ Set.Icc a b
    · have := mul_nonneg (mul_nonneg (sub_nonneg.2 hx.1) (sub_nonneg.2 hx.2)) (hin x hx)
      linarith
    · have hq : 0 ≤ (x - a) * (x - b) := by
        rcases lt_or_ge x a with h | h
        · nlinarith [mul_pos (sub_pos.2 h) (sub_pos.2 (h.trans hab))]
        · have hb : b < x := lt_of_not_ge fun h' => hx ⟨h, h'⟩
          exact mul_nonneg (by linarith) (by linarith)
      have := mul_nonneg hq (neg_nonneg.2 (hout x hx))
      linarith

/-- A nonnegative kernel `d` with unit integral, for which `d` and `x ^ 2 * d` are integrable,
has a nonzero second moment. -/
theorem second_moment_ne_zero {d : ℝ → ℝ} (hd : Integrable d)
    (hd2 : Integrable fun x => x ^ 2 * d x) (h1 : ∫ x, d x = 1) (hpos : ∀ x, 0 ≤ d x) :
    moment d 2 ≠ 0 := by
  intro h2
  refine not_sign_pattern_of_nodes (n := 0) hd hd2 h1 ?_ Fin.elim0
    (c := 1) one_ne_zero fun x => by simpa using hpos x
  intro k hk hk'
  obtain rfl : k = 2 := by omega
  exact h2

/-- The box window, equal to one on `[-c, c]` and zero outside. -/
def window (c x : ℝ) : ℝ := (Set.Icc (-c) c).indicator (fun _ => 1) x

/-- The box window of half-width one times `2 / 3`, minus the box window of half-width two times
`1 / 12`. -/
def boxKernel (x : ℝ) : ℝ := 2 / 3 * window 1 x - 1 / 12 * window 2 x

/-- For `c ≥ 0` every power of `x` is integrable against the box window, with the elementary
value of the integral. -/
theorem window_moment {c : ℝ} (hc : 0 ≤ c) (k : ℕ) :
    (Integrable fun x => x ^ k * window c x) ∧
      moment (window c) k = (c ^ (k + 1) - (-c) ^ (k + 1)) / (k + 1) := by
  have e : (fun x => x ^ k * window c x) = (Set.Icc (-c) c).indicator fun x => x ^ k := by
    funext x
    unfold window
    by_cases h : x ∈ Set.Icc (-c) c
    · simp only [Set.indicator_of_mem h, mul_one]
    · simp only [Set.indicator_of_notMem h, mul_zero]
  have hcont : Continuous fun x : ℝ => x ^ k := by fun_prop
  unfold moment
  rw [e]
  refine ⟨(integrable_indicator_iff measurableSet_Icc).2
    hcont.continuousOn.integrableOn_Icc, ?_⟩
  rw [integral_indicator measurableSet_Icc, integral_Icc_eq_integral_Ioc,
    ← intervalIntegral.integral_of_le (by linarith), integral_pow]

/-- The box kernel has all powers of `x` integrable against it, unit integral, vanishing
first, second and third moments, and a single positive lobe. -/
theorem boxKernel_sharp :
    (∀ k : ℕ, Integrable fun x => x ^ k * boxKernel x) ∧ moment boxKernel 0 = 1 ∧
      moment boxKernel 1 = 0 ∧ moment boxKernel 2 = 0 ∧ moment boxKernel 3 = 0 ∧
      HasSingleLobe boxKernel := by
  have e : ∀ k : ℕ, (fun x => x ^ k * boxKernel x) =
      fun x => 2 / 3 * (x ^ k * window 1 x) - 1 / 12 * (x ^ k * window 2 x) := by
    intro k
    funext x
    unfold boxKernel
    ring
  have i1 := fun k => (window_moment (c := 1) (by norm_num) k).1.const_mul (2 / 3)
  have i2 := fun k => (window_moment (c := 2) (by norm_num) k).1.const_mul (1 / 12)
  have m : ∀ k : ℕ, moment boxKernel k =
      2 / 3 * moment (window 1) k - 1 / 12 * moment (window 2) k := by
    intro k
    unfold moment
    rw [e k, integral_sub (i1 k) (i2 k), integral_const_mul, integral_const_mul]
  have w1 := fun k => (window_moment (c := 1) (by norm_num) k).2
  have w2 := fun k => (window_moment (c := 2) (by norm_num) k).2
  refine ⟨fun k => ?_, ?_, ?_, ?_, ?_, -1, 1, by norm_num, fun x hx => ?_, fun x hx => ?_⟩
  · rw [e k]
    exact (i1 k).sub (i2 k)
  · rw [m, w1, w2]; norm_num
  · rw [m, w1, w2]; norm_num
  · rw [m, w1, w2]; norm_num
  · rw [m, w1, w2]; norm_num
  · have hx2 : x ∈ Set.Icc (-2 : ℝ) 2 := ⟨by linarith [hx.1], by linarith [hx.2]⟩
    unfold boxKernel window
    rw [Set.indicator_of_mem hx, Set.indicator_of_mem hx2]
    norm_num
  · have h2 : 0 ≤ window 2 x := Set.indicator_nonneg (fun _ _ => zero_le_one) x
    have h1 : window 1 x = 0 := Set.indicator_of_notMem hx _
    unfold boxKernel
    rw [h1]
    linarith

end

end SmearingKernelSigns
```

```lean
#print axioms SmearingKernelSigns.not_hasSingleLobe
-- 'SmearingKernelSigns.not_hasSingleLobe' depends on axioms: [propext, Classical.choice, Quot.sound]
#print axioms SmearingKernelSigns.second_moment_ne_zero
-- 'SmearingKernelSigns.second_moment_ne_zero' depends on axioms: [propext, Classical.choice, Quot.sound]
#print axioms SmearingKernelSigns.boxKernel_sharp
-- 'SmearingKernelSigns.boxKernel_sharp' depends on axioms: [propext, Classical.choice, Quot.sound]
```

### From the parabola to the Lean proof

`integrable_lower_moment` is the bound $|x|^k\le1+|x|^n$ for $k\le n$, proved by the same split at $|x|=1$. `Integrable.mono'` turns the bound into integrability.

`ae_zero_of_sign_pattern` contains the main argument, for any nonzero polynomial $P$ of degree at most $n$:

- The equation `e` expands $x^2P(x)d(x)$ into the terms $p_ix^{i+2}d(x)$.
- `hzero` integrates the sum term by term, and each term vanishes by the moment hypothesis.
- `integral_eq_zero_iff_of_nonneg` gives that the nonnegative integrand is zero almost everywhere.
- `hF` says that almost every $x$ avoids the finite set made of $0$ and the roots of $P$. At such a point both factors $x^2$ and $P(x)$ are nonzero and can be cancelled, which leaves $d(x)=0$.

`not_sign_pattern_of_nodes` builds $P$ from its nodes, where `X` is the polynomial variable and `C` turns a number into a constant polynomial. It checks that $P$ is nonzero and has degree at most $n$, and applies the previous theorem. The integral of $d$ is then both $0$ and $1$, and `linarith` closes the contradiction.

`not_hasSingleLobe` sets $n=2$, with nodes `![a, b]` and leading factor $-1$, which is the parabola $q$. The tactic `omega` reduces the required moments to orders 2, 3 and 4. The sign of $qd$ is then checked for $x$ inside $[a,b]$, to its left and to its right. `second_moment_ne_zero` uses the same general theorem with $n=0$ and factor $1$.

For the example, `window_moment` evaluates
$$\int_{-c}^{c}x^k\,dx=\frac{c^{k+1}-(-c)^{k+1}}{k+1},$$
where $c\ge0$ is now the half-width of a box. `boxKernel_sharp` combines the two boxes by linearity, leaves the arithmetic to `norm_num`, and verifies the lobe with $a=-1$ and $b=1$.
